# For regular, nodeless radial waves at equal energy and angular momentum, a higher local potential gives a larger logarithmic derivative

Atomic units are used. A partial wave with angular momentum \(l\) is written as \(u(r)/r\) times a spherical harmonic, and \(c>0\) is the radius of the augmentation sphere. In a local, spherical potential \(v\) and at energy \(E\), the radial function \(u\) obeys

\[
u''=\left(\frac{l(l+1)}{r^2}+2\,(v-E)\right)u .
\]

In the projector augmented-wave (PAW) method, this equation describes the smooth wave in a channel without projectors, where neither the nonlocal potential nor the overlap correction acts. The quantity compared is \(u'(c)/u(c)\), which fixes how the wave joins the solution outside the sphere and does not depend on normalisation.

```lean
import Mathlib

open Set Filter Topology

namespace PAWLocalChannel

noncomputable section
```

These lines load the mathematical library Mathlib and open a namespace for the names that follow.

## The radial equation and its boundary condition

```lean
/-- A radial wave `u` with slope `u'` solves the radial Schrödinger equation (atomic units) with
local potential `v` on `(0, c]`, tends to zero at the origin and has bounded slope near it. -/
structure IsRegularSolution (l : ℕ) (E c : ℝ) (v u u' : ℝ → ℝ) : Prop where
  slope : ∀ r ∈ Ioc 0 c, HasDerivWithinAt u (u' r) (Ioc 0 c) r
  radial_eq : ∀ r ∈ Ioc 0 c, HasDerivWithinAt u'
    (((l : ℝ) * (l + 1) / r ^ 2 + 2 * (v r - E)) * u r) (Ioc 0 c) r
  tendsto_zero : Tendsto u (𝓝[>] 0) (𝓝 0)
  slope_bounded : ∃ B : ℝ, ∀ᶠ r in 𝓝[>] 0, |u' r| ≤ B
```

`IsRegularSolution` bundles four statements about a wave `u` and a second function `u'`. The prime is only part of a name; the field `slope` is what makes `u'` the derivative of `u`. `Ioc 0 c` is the interval \((0,c]\), and `HasDerivWithinAt` takes the derivative within it, so at \(r=c\) it is the derivative from inside.

The field `radial_eq` is the equation above. The last two fields state regularity at the origin: \(u\to0\) as \(r\to0^+\), and \(|u'|\le B\) for all sufficiently small \(r>0\). The notation `𝓝[>] 0` means approach to zero from the right.

Continuity of the potential is not assumed, but the equation must hold at every point of \((0,c]\). This excludes a potential that jumps at a radius inside the sphere where the wave is nonzero, such as a square well with its step there: \(u''\) would jump too, and a derivative cannot have a jump. The code contains no PAW Hamiltonian: that a projector-free channel obeys this equation is the physical input.

## The Wronskian

```lean
/-- The Wronskian of two radial waves with given slopes. -/
def wronskian (u₁ u₁' u₂ u₂' : ℝ → ℝ) (r : ℝ) : ℝ := u₁ r * u₂' r - u₁' r * u₂ r
```

For two waves this defines

\[
W(r)=u_1(r)\,u_2'(r)-u_1'(r)\,u_2(r).
\]

Where both waves are positive, \(W/(u_1u_2)=u_2'/u_2-u_1'/u_1\), so the sign of \(W(c)\) decides the comparison.

```lean
variable {l : ℕ} {E E₁ E₂ c : ℝ} {v v₁ v₂ u₁ u₁' u₂ u₂' : ℝ → ℝ}

/-- The Wronskian changes at a rate set by the difference of the potentials, each measured from
its energy; the centrifugal terms cancel. -/
theorem wronskian_hasDeriv (h₁ : IsRegularSolution l E₁ c v₁ u₁ u₁')
    (h₂ : IsRegularSolution l E₂ c v₂ u₂ u₂') {r : ℝ} (hr : r ∈ Ioc 0 c) :
    HasDerivWithinAt (wronskian u₁ u₁' u₂ u₂')
      (2 * ((v₂ r - E₂) - (v₁ r - E₁)) * (u₁ r * u₂ r)) (Ioc 0 c) r := by
  have h := ((h₁.slope r hr).mul (h₂.radial_eq r hr)).sub
    ((h₁.radial_eq r hr).mul (h₂.slope r hr))
  have h' : HasDerivWithinAt (wronskian u₁ u₁' u₂ u₂') _ (Ioc 0 c) r := h
  exact h'.congr_deriv (by ring)
```

In a Lean theorem, the hypotheses stand before the final colon, the conclusion after it, and the proof after `:=`. Here the two waves share \(l\), but may have different potentials and energies. The product rule gives

\[
W'=u_1'u_2'+u_1u_2''-u_1''u_2-u_1'u_2'=u_1u_2''-u_1''u_2 .
\]

Inserting the radial equations cancels the centrifugal terms and leaves

\[
W'=2\,\big[(v_2-E_2)-(v_1-E_1)\big]\,u_1u_2 .
\]

In the proof, `.mul` and `.sub` apply the rules for products and differences, and `ring` does the algebra.

```lean
/-- The Wronskian of two regular radial waves tends to zero as `r` tends to zero from the right. -/
theorem wronskian_tendsto_zero (h₁ : IsRegularSolution l E₁ c v₁ u₁ u₁')
    (h₂ : IsRegularSolution l E₂ c v₂ u₂ u₂') :
    Tendsto (wronskian u₁ u₁' u₂ u₂') (𝓝[>] 0) (𝓝 0) := by
  obtain ⟨B₁, hB₁⟩ := h₁.slope_bounded
  obtain ⟨B₂, hB₂⟩ := h₂.slope_bounded
  have ha : Tendsto (fun r => |u₁ r| * B₂ + B₁ * |u₂ r|) (𝓝[>] 0) (𝓝 0) := by
    have h := (h₁.tendsto_zero.abs.mul_const B₂).add (h₂.tendsto_zero.abs.const_mul B₁)
    simpa using h
  refine squeeze_zero_norm' ?_ ha
  filter_upwards [hB₁, hB₂] with r b₁ b₂
  calc ‖u₁ r * u₂' r - u₁' r * u₂ r‖ ≤ ‖u₁ r * u₂' r‖ + ‖u₁' r * u₂ r‖ := norm_sub_le _ _
    _ = |u₁ r| * |u₂' r| + |u₁' r| * |u₂ r| := by simp only [Real.norm_eq_abs, abs_mul]
    _ ≤ |u₁ r| * B₂ + B₁ * |u₂ r| := by gcongr
```

If the slopes are bounded by \(B_1\) and \(B_2\) near the origin, then

\[
|W|\le |u_1|\,B_2+B_1\,|u_2|\longrightarrow 0 .
\]

The `calc` block is this chain of inequalities, and `squeeze_zero_norm'` draws the conclusion.

## Comparing two waves at the sphere radius

```lean
/-- For two regular waves of equal `l`, both positive on `(0, c]`: if the potential measured from
the energy is nowhere lower on `(0, c)` for the second wave and somewhere higher, the second wave
has the larger logarithmic derivative at `c`. -/
theorem logDeriv_comparison (h₁ : IsRegularSolution l E₁ c v₁ u₁ u₁')
    (h₂ : IsRegularSolution l E₂ c v₂ u₂ u₂')
    (pos₁ : ∀ r ∈ Ioc 0 c, 0 < u₁ r) (pos₂ : ∀ r ∈ Ioc 0 c, 0 < u₂ r)
    (hle : ∀ r ∈ Ioo 0 c, v₁ r - E₁ ≤ v₂ r - E₂)
    (hlt : ∃ r ∈ Ioo 0 c, v₁ r - E₁ < v₂ r - E₂) :
    u₁' c / u₁ c < u₂' c / u₂ c := by
  obtain ⟨s, hs, hvs⟩ := hlt
  have hcc : c ∈ Ioc 0 c := ⟨hs.1.trans hs.2, le_rfl⟩
  have hd : ∀ r ∈ Ioo 0 c, HasDerivAt (wronskian u₁ u₁' u₂ u₂')
      (2 * ((v₂ r - E₂) - (v₁ r - E₁)) * (u₁ r * u₂ r)) r := fun r hr =>
    (wronskian_hasDeriv h₁ h₂ ⟨hr.1, hr.2.le⟩).hasDerivAt (Ioc_mem_nhds hr.1 hr.2)
  have huu : ∀ r ∈ Ioo 0 c, 0 < u₁ r * u₂ r := fun r hr =>
    mul_pos (pos₁ r ⟨hr.1, hr.2.le⟩) (pos₂ r ⟨hr.1, hr.2.le⟩)
  -- the Wronskian does not decrease outwards
  have hmono : MonotoneOn (wronskian u₁ u₁' u₂ u₂') (Ioc 0 c) := by
    apply monotoneOn_of_deriv_nonneg (convex_Ioc 0 c)
    · exact fun r hr => (wronskian_hasDeriv h₁ h₂ hr).continuousWithinAt
    · intro r hr
      rw [interior_Ioc] at hr
      exact (hd r hr).differentiableAt.differentiableWithinAt
    · intro r hr
      rw [interior_Ioc] at hr
      rw [(hd r hr).deriv]
      exact mul_nonneg (by linarith [hle r hr]) (huu r hr).le
  -- it starts from zero, so it is nonnegative
  have hnn : ∀ r ∈ Ioc 0 c, 0 ≤ wronskian u₁ u₁' u₂ u₂' r := by
    intro r hr
    refine le_of_tendsto (wronskian_tendsto_zero h₁ h₂) ?_
    filter_upwards [Ioo_mem_nhdsGT hr.1] with x hx
    exact hmono ⟨hx.1, hx.2.le.trans hr.2⟩ hr hx.2.le
  -- were it zero at `c`, it would be constant, against its positive derivative at `s`
  have hW : 0 < wronskian u₁ u₁' u₂ u₂' c := by
    by_contra hneg
    have hev : wronskian u₁ u₁' u₂ u₂' =ᶠ[𝓝 s] fun _ => (0 : ℝ) := by
      filter_upwards [Ioc_mem_nhds hs.1 hs.2] with r hr
      exact le_antisymm ((hmono hr hcc hr.2).trans (not_lt.mp hneg)) (hnn r hr)
    have h0 := (hd s hs).unique ((hasDerivAt_const s (0 : ℝ)).congr_of_eventuallyEq hev)
    have hp : 0 < 2 * ((v₂ s - E₂) - (v₁ s - E₁)) * (u₁ s * u₂ s) :=
      mul_pos (by linarith) (huu s hs)
    exact hp.ne' h0
  have hW' : 0 < u₁ c * u₂' c - u₁' c * u₂ c := hW
  rw [div_lt_div_iff₀ (pos₁ c hcc) (pos₂ c hcc)]
  linarith
```

Both waves are positive on \((0,c]\). On the open interval \((0,c)\), written `Ioo 0 c`, the hypothesis `hle` says \(v_1-E_1\le v_2-E_2\), and `hlt` supplies one point \(s\) where the inequality is strict. The conclusion is

\[
\frac{u_1'(c)}{u_1(c)}<\frac{u_2'(c)}{u_2(c)} .
\]

The argument has four steps.

1. The formula for \(W'\) gives \(W'\ge0\) on \((0,c)\), so \(W\) does not decrease on \((0,c]\). This is `hmono`.
2. For \(0<x<r\) we have \(W(x)\le W(r)\). Letting \(x\to0\) gives \(0\le W(r)\), which is `hnn`.
3. Suppose \(W(c)\le0\). Then \(0\le W(r)\le W(c)\le0\) for every \(r\) in \((0,c]\), so \(W\) vanishes throughout and \(W'(s)=0\). The formula, however, gives \(W'(s)>0\). Hence \(W(c)>0\), which is `hW`.
4. Dividing \(u_1(c)u_2'(c)-u_1'(c)u_2(c)>0\) by the positive number \(u_1(c)u_2(c)\) gives the result. The lemma `div_lt_div_iff₀` clears the denominators, and `linarith` finishes with linear arithmetic.

Step 3 uses the derivative at a single point, so the proof needs no integral of \(W'\).

```lean
/-- At fixed energy, a higher local potential inside the sphere gives a larger logarithmic
derivative of the positive regular wave at the sphere radius. -/
theorem logDeriv_lt_of_potential_lt (hc : 0 < c)
    (h₁ : IsRegularSolution l E c v₁ u₁ u₁') (h₂ : IsRegularSolution l E c v₂ u₂ u₂')
    (pos₁ : ∀ r ∈ Ioc 0 c, 0 < u₁ r) (pos₂ : ∀ r ∈ Ioc 0 c, 0 < u₂ r)
    (hv : ∀ r ∈ Ioo 0 c, v₁ r < v₂ r) : u₁' c / u₁ c < u₂' c / u₂ c :=
  logDeriv_comparison h₁ h₂ pos₁ pos₂ (fun r hr => by linarith [hv r hr])
    ⟨c / 2, ⟨by linarith, by linarith⟩,
      by linarith [hv (c / 2) ⟨by linarith, by linarith⟩]⟩
```

This is the case of equal energies and \(v_1<v_2\) throughout \((0,c)\). The proof passes the midpoint \(c/2\) to the general theorem as the point of strict inequality.

For a projector-free channel in this spherical one-electron model, raising the local potential everywhere inside the sphere therefore raises the logarithmic derivative at \(c\), as long as both waves are nodeless up to \(c\). This gives the direction of the change in scattering, but not its size.

Positivity matters. Take \(l=0\), \(c=1\), and the constant potentials \(v_1=E-k^2/2\) and \(v_2=E\), with \(k=5\pi/4\). Regular solutions are \(u_1=\sin kr\) and \(u_2=r\). The first has a node at \(r=4/5\), and

\[
\frac{u_1'(1)}{u_1(1)}=k\cot k=\frac{5\pi}{4}\approx3.93,
\qquad
\frac{u_2'(1)}{u_2(1)}=1 .
\]

Although \(v_1<v_2\), the order of the logarithmic derivatives is reversed: that of \(u_1\) has passed through a pole on the way.

## Energy dependence and equal scattering

```lean
/-- In a fixed local potential, the logarithmic derivative at the sphere radius is smaller for
the positive regular wave of higher energy. -/
theorem logDeriv_lt_of_energy_gt (hc : 0 < c)
    (h₁ : IsRegularSolution l E₁ c v u₁ u₁') (h₂ : IsRegularSolution l E₂ c v u₂ u₂')
    (pos₁ : ∀ r ∈ Ioc 0 c, 0 < u₁ r) (pos₂ : ∀ r ∈ Ioc 0 c, 0 < u₂ r)
    (hE : E₂ < E₁) : u₁' c / u₁ c < u₂' c / u₂ c :=
  logDeriv_comparison h₁ h₂ pos₁ pos₂ (fun r _ => by linarith)
    ⟨c / 2, ⟨by linarith, by linarith⟩, by linarith⟩
```

Now the potential is the same for both waves and \(E_2<E_1\). Then \(v-E_1<v-E_2\), so the wave of lower energy has the larger logarithmic derivative. Between energies whose regular waves are positive on \((0,c]\), the logarithmic derivative thus falls as the energy rises.

```lean
/-- Two ordered local potentials whose positive regular waves have the same logarithmic derivative
at `c`, at one energy, coincide inside the sphere. -/
theorem potential_eq_of_logDeriv_eq
    (h₁ : IsRegularSolution l E c v₁ u₁ u₁') (h₂ : IsRegularSolution l E c v₂ u₂ u₂')
    (pos₁ : ∀ r ∈ Ioc 0 c, 0 < u₁ r) (pos₂ : ∀ r ∈ Ioc 0 c, 0 < u₂ r)
    (hv : ∀ r ∈ Ioo 0 c, v₁ r ≤ v₂ r) (heq : u₁' c / u₁ c = u₂' c / u₂ c) :
    ∀ r ∈ Ioo 0 c, v₁ r = v₂ r := by
  intro r hr
  by_contra hne
  have hlt : v₁ r < v₂ r := lt_of_le_of_ne (hv r hr) hne
  exact (logDeriv_comparison h₁ h₂ pos₁ pos₂ (fun x hx => by linarith [hv x hx])
    ⟨r, hr, by linarith⟩).ne heq
```

Suppose \(v_1\le v_2\) inside the sphere and the two logarithmic derivatives at \(c\) agree at one energy. If the potentials differed at some \(r\) in \((0,c)\), then \(v_1(r)<v_2(r)\) there, and the comparison theorem would make the logarithmic derivatives unequal. The potentials therefore coincide on \((0,c)\). The ordering is part of the hypothesis; the theorem says nothing about potentials that cross.

## Explicit waves for every angular momentum

```lean
/-- The radial wave `r^(l+1) exp(a r²)`. -/
def gaussWave (l : ℕ) (a r : ℝ) : ℝ := r ^ (l + 1) * Real.exp (a * r ^ 2)
```

With a real parameter \(a\), this is \(u(r)=r^{l+1}e^{ar^2}\), which is positive for \(r>0\).

```lean
/-- The slope of the wave `r^(l+1) exp(a r²)`. -/
def gaussSlope (l : ℕ) (a r : ℝ) : ℝ :=
  (((l : ℝ) + 1) * r ^ l + 2 * a * r ^ (l + 2)) * Real.exp (a * r ^ 2)
```

This is its derivative,

\[
u'(r)=\big[(l+1)r^l+2a\,r^{l+2}\big]e^{ar^2}.
\]

```lean
/-- The local potential `E + a (2l + 3) + 2 a² r²`. -/
def gaussPotential (l : ℕ) (E a r : ℝ) : ℝ := E + a * (2 * l + 3) + 2 * a ^ 2 * r ^ 2
```

The potential is \(v(r)=E+a(2l+3)+2a^2r^2\): harmonic for \(a\ne0\), and constant for \(a=0\).

```lean
/-- The wave `r^(l+1) exp(a r²)` is a regular solution in the potential `gaussPotential l E a`. -/
theorem gaussWave_isRegularSolution (l : ℕ) (E c a : ℝ) :
    IsRegularSolution l E c (gaussPotential l E a) (gaussWave l a) (gaussSlope l a) := by
  have hexp : ∀ r : ℝ, HasDerivAt (fun x : ℝ => Real.exp (a * x ^ 2))
      (Real.exp (a * r ^ 2) * (a * (2 * r))) r := fun r =>
    (((hasDerivAt_pow 2 r).const_mul a).exp).congr_deriv (by norm_num)
  have cu : Continuous (gaussWave l a) := by unfold gaussWave; fun_prop
  have cs : Continuous (gaussSlope l a) := by unfold gaussSlope; fun_prop
  refine ⟨fun r _ => ?_, fun r hr => ?_, ?_, |gaussSlope l a 0| + 1, ?_⟩
  · have h0 := (hasDerivAt_pow (l + 1) r).mul (hexp r)
    have h : HasDerivAt (gaussWave l a) _ r := h0
    refine (h.congr_deriv ?_).hasDerivWithinAt
    simp only [Nat.add_sub_cancel, gaussSlope]
    push_cast
    ring
  · have hr0 : r ≠ 0 := hr.1.ne'
    have hl : (l : ℝ) * r ^ (l - 1) = l * r ^ l / r := by
      rcases l with _ | k
      · simp
      · rw [Nat.add_sub_cancel, pow_succ]
        field_simp
    have h0 := (((hasDerivAt_pow l r).const_mul ((l : ℝ) + 1)).add
      ((hasDerivAt_pow (l + 2) r).const_mul (2 * a))).mul (hexp r)
    have h : HasDerivAt (gaussSlope l a)
        ((((l : ℝ) + 1) * (l * r ^ (l - 1)) + 2 * a * (((l + 2 : ℕ) : ℝ) * r ^ (l + 1)))
          * Real.exp (a * r ^ 2) + (((l : ℝ) + 1) * r ^ l + 2 * a * r ^ (l + 2))
          * (Real.exp (a * r ^ 2) * (a * (2 * r)))) r := h0
    refine (h.congr_deriv ?_).hasDerivWithinAt
    rw [hl]
    simp only [gaussWave, gaussPotential]
    push_cast
    field_simp
    ring
  · have h := (cu.tendsto 0).mono_left (nhdsWithin_le_nhds (s := Ioi 0))
    simpa [gaussWave] using h
  · have h := (cs.abs.tendsto 0).mono_left (nhdsWithin_le_nhds (s := Ioi 0))
    exact (h.eventually_lt_const (lt_add_one _)).mono fun _ hx => le_of_lt hx
```

Differentiating the slope once more and collecting terms gives, for \(r>0\),

\[
u''=\left(\frac{l(l+1)}{r^2}+2a(2l+3)+4a^2r^2\right)u .
\]

The last two terms equal \(2(v-E)\), which is the radial equation. At the origin \(u\to0\), and the slope is continuous, hence bounded nearby.

The proof treats the four fields of `IsRegularSolution` in turn. The auxiliary identity `hl` handles the power \(r^{l-1}\) that appears when \(r^l\) is differentiated. It treats \(l=0\) separately, where the factor \(l\) removes the term.

```lean
/-- For every `l`, `E` and `c`, the waves with `a = 0` and `a = 1` are regular solutions, positive
for `r > 0`, in two strictly ordered local potentials. -/
theorem logDeriv_comparison_witness (l : ℕ) (E c : ℝ) :
    IsRegularSolution l E c (gaussPotential l E 0) (gaussWave l 0) (gaussSlope l 0) ∧
    IsRegularSolution l E c (gaussPotential l E 1) (gaussWave l 1) (gaussSlope l 1) ∧
    (∀ r, 0 < r → 0 < gaussWave l 0 r ∧ 0 < gaussWave l 1 r) ∧
    ∀ r, gaussPotential l E 0 r < gaussPotential l E 1 r := by
  refine ⟨gaussWave_isRegularSolution l E c 0, gaussWave_isRegularSolution l E c 1,
    fun r hr => ⟨mul_pos (pow_pos hr _) (Real.exp_pos _),
      mul_pos (pow_pos hr _) (Real.exp_pos _)⟩, fun r => ?_⟩
  have hl : (0 : ℝ) ≤ l := Nat.cast_nonneg l
  unfold gaussPotential
  nlinarith [sq_nonneg r]

end

end PAWLocalChannel
```

The choices \(a=0\) and \(a=1\) give two positive regular waves at the same energy. Their potentials differ by \(2l+3+2r^2>0\), so for every \(l\) and every \(c>0\) they satisfy the hypotheses of the fixed-energy comparison.

For \(l=0\) and \(c=1\), the numbers are quickly found. The waves are \(u_1=r\) in \(v_1=E\), and \(u_2=re^{r^2}\) in \(v_2=E+3+2r^2\). Their logarithmic derivatives are

\[
\frac{u_1'(1)}{u_1(1)}=1,\qquad
\frac{u_2'(1)}{u_2(1)}=\frac{3e}{e}=3 .
\]

The Wronskian is \(W(r)=2r^3e^{r^2}\). It starts from zero, grows outwards and reaches \(W(1)=2e\). Dividing by \(u_1(1)u_2(1)=e\) gives \(2\), the difference between the two logarithmic derivatives.

```lean
#print axioms PAWLocalChannel.logDeriv_lt_of_potential_lt
#print axioms PAWLocalChannel.logDeriv_lt_of_energy_gt
#print axioms PAWLocalChannel.potential_eq_of_logDeriv_eq
```

```
'PAWLocalChannel.logDeriv_lt_of_potential_lt' depends on axioms: [propext, Classical.choice, Quot.sound]
'PAWLocalChannel.logDeriv_lt_of_energy_gt' depends on axioms: [propext, Classical.choice, Quot.sound]
'PAWLocalChannel.potential_eq_of_logDeriv_eq' depends on axioms: [propext, Classical.choice, Quot.sound]
```
